# In an unpolarised shell the Hund-corrected Hubbard potential splits empty from filled orbitals by $U-2J$

Let $n_\uparrow$ and $n_\downarrow$ be Hermitian occupation matrices, and let

$$E=\frac{U-J}{2}\sum_{s=\uparrow,\downarrow}\operatorname{tr}(n_s-n_s^2)+J\operatorname{tr}(n_\uparrow n_\downarrow).$$

The derivative of $E$ along a variation $d$ of $n_\uparrow$ is $\operatorname{tr}(Vd)$, with

$$V=(U-J)\left(\tfrac12-n_\uparrow\right)+J\,n_\downarrow .$$

At equal occupations $n_\uparrow=n_\downarrow=n$ the eigenvalue of $V$ on an empty orbital minus that on a filled orbital is $U-2J$.

## Physical setting

The matrices $n_\uparrow$ and $n_\downarrow$ describe how a finite set of localised orbitals on one site, such as a $d$ shell, is occupied in each spin channel. The real parameters $U$ and $J$ are the Hubbard repulsion and the Hund exchange. The first term of $E$ vanishes when both matrices are idempotent, and the second couples the two channels.

In a density-functional calculation with this correction, $V$ is what the correction adds to the spin-up potential within the localised orbitals, provided that the orbitals, $U$ and $J$ are held fixed. Without the term $J\operatorname{tr}(n_\uparrow n_\downarrow)$ the splitting would be $U-J$; in the unpolarised case that term lowers it by a further $J$.

## Statement

A nonzero vector $v$ is called filled if $nv=v$ and empty if $nv=0$.

1. For Hermitian occupations $E$ is real, and $V$ is the only Hermitian matrix that gives the derivative along every Hermitian $d$.
2. At $n_\uparrow=n_\downarrow=n$, $V=(U-2J)(\tfrac12-n)+\tfrac J2$.
3. If $n^2=n$ and $U\neq 2J$, the eigenvectors of this $V$ are exactly the filled vectors, with eigenvalue $(3J-U)/2$, and the empty vectors, with eigenvalue $(U-J)/2$.

The empty level lies above the filled one only when $U>2J$.

## Derivation

**Reality.** For Hermitian $A$ and $B$, $\overline{\operatorname{tr}(AB)}=\operatorname{tr}\big((AB)^\dagger\big)=\operatorname{tr}(BA)=\operatorname{tr}(AB)$. Taking $B=1$ shows that $\operatorname{tr}A$ is real too. Every trace in $E$ is of one of these kinds.

**Derivative.** Replace $n_\uparrow$ by $n_\uparrow+td$. Since $\operatorname{tr}(dn_\uparrow)=\operatorname{tr}(n_\uparrow d)$,

$$\operatorname{tr}(n_\uparrow+td)^2=\operatorname{tr}n_\uparrow^2+2t\operatorname{tr}(n_\uparrow d)+t^2\operatorname{tr}d^2 .$$

The energy is therefore exactly quadratic in $t$:

$$\begin{aligned}
E(t)&=E(0)+t\left[\tfrac{U-J}{2}\big(\operatorname{tr}d-2\operatorname{tr}(n_\uparrow d)\big)+J\operatorname{tr}(n_\downarrow d)\right]-t^2\,\tfrac{U-J}{2}\operatorname{tr}d^2\\
&=E(0)+t\operatorname{tr}(Vd)-t^2\,\tfrac{U-J}{2}\operatorname{tr}d^2 .
\end{aligned}$$

The derivative at $t=0$ is $\operatorname{tr}(Vd)$.

**Uniqueness.** As a real combination of Hermitian matrices, $V$ is Hermitian. Suppose a Hermitian $W$ gives the same derivatives. Then $X=W-V$ is Hermitian and $\operatorname{tr}(Xd)=0$ for every Hermitian $d$. Choosing $d=X$ gives $0=\operatorname{tr}(X^\dagger X)=\sum_{ij}|X_{ij}|^2$, so $X=0$.

**Equal occupations.** Setting $n_\uparrow=n_\downarrow=n$ after differentiating,

$$V=\tfrac{U-J}{2}-(U-J)n+Jn=\tfrac{U-J}{2}-(U-2J)n=(U-2J)\left(\tfrac12-n\right)+\tfrac J2 .$$

On an empty vector this gives $(U-J)/2$. On a filled vector it gives $(U-J)/2-(U-2J)=(3J-U)/2$. The difference is $U-2J$.

**No other eigenvectors.** Let $n^2=n$, $U\ne2J$, $v\neq0$ and $Vv=\mu v$, that is,

$$\tfrac{U-J}{2}v-(U-2J)nv=\mu v .$$

Applying $n$ and using $n^2=n$ gives $\left(\tfrac{3J-U}{2}-\mu\right)nv=0$. If $nv=0$, the eigenvalue equation leaves $\mu=(U-J)/2$. Otherwise $\mu=(3J-U)/2$; putting this back gives $(U-2J)(nv-v)=0$, hence $nv=v$.

**Example.** Take two orbitals with $(1,i)/\sqrt2$ filled:

$$n=\frac12\begin{pmatrix}1&-i\\ i&1\end{pmatrix},\qquad
V=\frac12\begin{pmatrix}J&i(U-2J)\\-i(U-2J)&J\end{pmatrix}.$$

The empty orbital is $(1,-i)/\sqrt2$. Both diagonal entries of $V$ are equal, so the splitting comes entirely from the imaginary off-diagonal entries.

**A neighbouring result.** Expanding in the same way with both channels varied together from $n$ to $n+td$ gives

$$E(t)=E(0)+2t\operatorname{tr}(Vd)-t^2(U-2J)\operatorname{tr}d^2 ,$$

so $U-2J$ also sets the curvature along unpolarised variations. The Lean file varies one channel only, and this formula rests on the calculation just described.

## What the formal version assumes

The finite type `m` labels the orbitals, and `nu` and `nd` are $n_\uparrow$ and $n_\downarrow$, as complex matrices. `U` and `J` are real, with no condition on their signs. `energy` takes complex values, and `energy_im_eq_zero` proves that its imaginary part vanishes for Hermitian occupations. `potential U J nu nd` is $V$.

In `hasDerivAt_energy` the parameter $t$ is real, while the occupations and `d` may be any complex matrices; the Hermitian case is included. `potential_unique` does require Hermitian `nu`, `nd` and `W`, and tests only Hermitian `d`.

An expression such as `n *ᵥ v` is the matrix acting on a vector. `empty_filled_splitting` needs one filled and one empty nonzero vector, both eigenvectors of the potential, but not an idempotent `n`. Idempotence enters in `eigenvector_iff`. If $n=0$ or $n=1$, at most one of the two kinds of eigenvector occurs.

The model is collinear: there are no spin-off-diagonal occupations, as noncollinear magnetism or spin-orbit coupling would generally require. The energy formula is taken as given and is not derived from an electron-electron interaction. The splitting belongs to $V$ alone, not to the full Kohn–Sham spectrum, and occupations are not required to have eigenvalues between 0 and 1.

One could instead define the energy as a real-valued function on the real vector space of Hermitian matrices. Reality would then be part of the type, and the derivative would be a real linear functional on that space, represented by $V$ through the trace inner product. The price would be a proof of Hermiticity for each matrix passed to the energy as an occupation, such as $n_\uparrow+td$.

```lean
import Mathlib

open Matrix
open scoped ComplexOrder

namespace HundCorrectedPotential

noncomputable section

variable {m : Type*} [Fintype m] [DecidableEq m]

/-- The Hubbard correction energy with Hund exchange `J`, as a function of the occupation
matrices of the two spin channels. -/
def energy (U J : ℝ) (nu nd : Matrix m m ℂ) : ℂ :=
  ((U : ℂ) - J) / 2 * (trace (nu - nu * nu) + trace (nd - nd * nd)) + J * trace (nu * nd)

/-- The orbital potential `(U - J)(1/2 - n) + J n'` felt by a spin channel with occupation `n`
when the opposite channel has occupation `n'`. -/
def potential (U J : ℝ) (nu nd : Matrix m m ℂ) : Matrix m m ℂ :=
  ((U : ℂ) - J) • ((1 / 2 : ℂ) • (1 : Matrix m m ℂ) - nu) + (J : ℂ) • nd

omit [DecidableEq m] in
/-- The correction energy of Hermitian occupation matrices is real. -/
theorem energy_im_eq_zero (U J : ℝ) {nu nd : Matrix m m ℂ}
    (hu : nu.IsHermitian) (hd : nd.IsHermitian) : (energy U J nu nd).im = 0 := by
  classical
  have key : ∀ A B : Matrix m m ℂ, A.IsHermitian → B.IsHermitian →
      starRingEnd ℂ (trace (A * B)) = trace (A * B) := by
    intro A B hA hB
    rw [starRingEnd_apply, ← trace_conjTranspose, conjTranspose_mul, hA.eq, hB.eq,
      trace_mul_comm]
  have key1 : ∀ A : Matrix m m ℂ, A.IsHermitian → starRingEnd ℂ (trace A) = trace A := by
    intro A hA
    have h := key A 1 hA isHermitian_one
    rwa [mul_one] at h
  rw [← Complex.conj_eq_iff_im]
  simp only [energy, trace_sub, map_add, map_mul, map_sub, map_div₀, Complex.conj_ofReal,
    map_ofNat, key _ _ hu hu, key _ _ hd hd, key _ _ hu hd, key1 _ hu, key1 _ hd]

/-- Changing the spin-up occupation by `t d` changes the energy by a term linear in `t`, given by
the potential, and a quadratic term proportional to `U - J`. -/
theorem energy_expansion (U J : ℝ) (nu nd d : Matrix m m ℂ) (t : ℂ) :
    energy U J (nu + t • d) nd = energy U J nu nd + t * trace (potential U J nu nd * d)
      - t ^ 2 * (((U : ℂ) - J) / 2 * trace (d * d)) := by
  simp only [energy, potential, add_mul, mul_add, sub_mul, smul_mul_assoc, mul_smul_comm,
    one_mul, trace_add, trace_sub, trace_smul, smul_eq_mul]
  -- cyclicity of the trace brings the variation to the right
  rw [trace_mul_comm d nu, trace_mul_comm d nd]
  ring

/-- The derivative of the energy along a variation `d` of the spin-up occupation is `tr (V d)`,
with `V` the orbital potential. -/
theorem hasDerivAt_energy (U J : ℝ) (nu nd d : Matrix m m ℂ) :
    HasDerivAt (fun t : ℝ => energy U J (nu + (t : ℂ) • d) nd)
      (trace (potential U J nu nd * d)) 0 := by
  have h : HasDerivAt (fun t : ℝ => (t : ℂ)) 1 0 := by
    simpa using (hasDerivAt_id (0 : ℝ)).ofReal_comp
  simp_rw [energy_expansion]
  have h2 := ((h.mul_const (trace (potential U J nu nd * d))).const_add
    (energy U J nu nd)).fun_sub ((h.fun_pow 2).mul_const (((U : ℂ) - J) / 2 * trace (d * d)))
  exact h2.congr_deriv (by simp)

/-- For Hermitian occupations, any Hermitian matrix `W` that gives the energy derivative as
`tr (W d)` along every Hermitian variation `d` of the spin-up occupation equals the orbital
potential. -/
theorem potential_unique (U J : ℝ) {nu nd W : Matrix m m ℂ}
    (hu : nu.IsHermitian) (hd : nd.IsHermitian) (hW : W.IsHermitian)
    (h : ∀ d : Matrix m m ℂ, d.IsHermitian →
      HasDerivAt (fun t : ℝ => energy U J (nu + (t : ℂ) • d) nd) (trace (W * d)) 0) :
    W = potential U J nu nd := by
  have hV : (potential U J nu nd).IsHermitian := by
    unfold Matrix.IsHermitian potential
    simp [conjTranspose_add, conjTranspose_sub, conjTranspose_smul, hu.eq, hd.eq]
  have hX : (W - potential U J nu nd).IsHermitian := hW.sub hV
  -- test the difference of the two potentials against itself
  have h1 := (h _ hX).unique (hasDerivAt_energy U J nu nd _)
  have h2 : trace ((W - potential U J nu nd)ᴴ * (W - potential U J nu nd)) = 0 := by
    rw [hX.eq, sub_mul, trace_sub, h1, sub_self]
  exact sub_eq_zero.mp (trace_conjTranspose_mul_self_eq_zero_iff.mp h2)

omit [Fintype m] in
/-- With equal occupations in both spin channels, the potential is that of a Hubbard correction of
strength `U - 2J` plus the uniform shift `J/2`. -/
theorem potential_unpolarized (U J : ℝ) (n : Matrix m m ℂ) :
    potential U J n n = ((U : ℂ) - 2 * J) • ((1 / 2 : ℂ) • (1 : Matrix m m ℂ) - n)
      + ((J : ℂ) / 2) • (1 : Matrix m m ℂ) := by
  unfold potential
  module

/-- Action of the spin-unpolarized potential on an orbital `v`. -/
theorem potential_mulVec (U J : ℝ) (n : Matrix m m ℂ) (v : m → ℂ) :
    potential U J n n *ᵥ v
      = (((U : ℂ) - J) / 2) • v - ((U : ℂ) - 2 * J) • (n *ᵥ v) := by
  have h : potential U J n n
      = (((U : ℂ) - J) / 2) • (1 : Matrix m m ℂ) - ((U : ℂ) - 2 * J) • n := by
    unfold potential
    module
  rw [h, sub_mulVec, smul_mulVec, smul_mulVec, one_mulVec]

/-- In the unpolarized case, the potential's eigenvalue on an empty orbital `w` exceeds its
eigenvalue on a filled orbital `v` by `U - 2J`. -/
theorem empty_filled_splitting (U J : ℝ) {n : Matrix m m ℂ} {v w : m → ℂ} {a b : ℂ}
    (hv0 : v ≠ 0) (hw0 : w ≠ 0) (hv : n *ᵥ v = v) (hw : n *ᵥ w = 0)
    (ha : potential U J n n *ᵥ v = a • v) (hb : potential U J n n *ᵥ w = b • w) :
    b - a = (U : ℂ) - 2 * J := by
  rw [potential_mulVec, hv] at ha
  rw [potential_mulVec, hw] at hb
  have h1 : (((U : ℂ) - J) / 2 - ((U : ℂ) - 2 * J) - a) • v = 0 := by
    rw [sub_smul, sub_smul, ha, sub_self]
  have h2 : (((U : ℂ) - J) / 2 - b) • w = 0 := by
    rw [sub_smul, ← hb, smul_zero, sub_zero, sub_self]
  have e1 := (smul_eq_zero.mp h1).resolve_right hv0
  have e2 := (smul_eq_zero.mp h2).resolve_right hw0
  linear_combination e1 - e2

/-- For idempotent `n` and `U ≠ 2J`, the eigenvectors of the unpolarized potential are exactly the
filled orbitals, at `(3J - U)/2`, and the empty orbitals, at `(U - J)/2`. -/
theorem eigenvector_iff {U J : ℝ} (hUJ : U ≠ 2 * J) {n : Matrix m m ℂ} (hn : n * n = n)
    {v : m → ℂ} (hv0 : v ≠ 0) (μ : ℂ) :
    potential U J n n *ᵥ v = μ • v ↔
      (n *ᵥ v = v ∧ μ = (3 * (J : ℂ) - U) / 2) ∨ (n *ᵥ v = 0 ∧ μ = ((U : ℂ) - J) / 2) := by
  have hg : (U : ℂ) - 2 * J ≠ 0 := by
    intro h
    apply hUJ
    have h' : (U : ℂ) = ((2 * J : ℝ) : ℂ) := by
      push_cast
      linear_combination h
    exact Complex.ofReal_injective h'
  rw [potential_mulVec]
  constructor
  · intro h
    -- project the eigenvalue equation onto the filled space
    have hp := congrArg (fun x => n *ᵥ x) h
    simp only [mulVec_sub, mulVec_smul, mulVec_mulVec, hn] at hp
    have hp' : (((U : ℂ) - J) / 2 - ((U : ℂ) - 2 * J) - μ) • (n *ᵥ v) = 0 := by
      rw [sub_smul, sub_smul, hp, sub_self]
    rcases smul_eq_zero.mp hp' with hμ | hz
    · left
      have hμ' : μ = (3 * (J : ℂ) - U) / 2 := by linear_combination -hμ
      refine ⟨?_, hμ'⟩
      have h3 : ((U : ℂ) - 2 * J) • (n *ᵥ v - v) = 0 := by
        rw [hμ'] at h
        linear_combination (norm := module) -h
      exact sub_eq_zero.mp ((smul_eq_zero.mp h3).resolve_left hg)
    · right
      refine ⟨hz, ?_⟩
      rw [hz, smul_zero, sub_zero] at h
      have h3 : (((U : ℂ) - J) / 2 - μ) • v = 0 := by rw [sub_smul, h, sub_self]
      linear_combination -((smul_eq_zero.mp h3).resolve_right hv0)
  · rintro (⟨h, rfl⟩ | ⟨h, rfl⟩)
    · rw [h]
      module
    · rw [h, smul_zero, sub_zero]

/-- The occupation matrix of the complex orbital `(1, i)/√2` in a two-orbital shell. -/
def chiralOccupation : Matrix (Fin 2) (Fin 2) ℂ :=
  !![1 / 2, -Complex.I / 2; Complex.I / 2, 1 / 2]

/-- This occupation matrix is Hermitian and idempotent, with `(1, i)` filled and `(1, -i)`
empty. -/
theorem chiralOccupation_witness :
    chiralOccupation.IsHermitian ∧ chiralOccupation * chiralOccupation = chiralOccupation ∧
      chiralOccupation *ᵥ ![1, Complex.I] = ![1, Complex.I] ∧
      chiralOccupation *ᵥ ![1, -Complex.I] = 0 := by
  refine ⟨?_, ?_, ?_, ?_⟩
  · ext i j
    fin_cases i <;> fin_cases j <;>
      simp [chiralOccupation, conjTranspose_apply]
  · ext i j
    fin_cases i <;> fin_cases j <;>
      simp [chiralOccupation, Matrix.mul_apply, Fin.sum_univ_succ, Complex.ext_iff] <;> norm_num
  · ext i
    fin_cases i <;>
      simp [chiralOccupation, Matrix.mulVec, dotProduct, Fin.sum_univ_succ, Complex.ext_iff] <;>
      norm_num
  · ext i
    fin_cases i <;>
      simp [chiralOccupation, Matrix.mulVec, dotProduct, Fin.sum_univ_succ, Complex.ext_iff]
    norm_num

end

end HundCorrectedPotential
```

```lean
#print axioms HundCorrectedPotential.potential_unique
-- 'HundCorrectedPotential.potential_unique' depends on axioms: [propext, Classical.choice, Quot.sound]
#print axioms HundCorrectedPotential.potential_unpolarized
-- 'HundCorrectedPotential.potential_unpolarized' depends on axioms: [propext, Classical.choice, Quot.sound]
#print axioms HundCorrectedPotential.empty_filled_splitting
-- 'HundCorrectedPotential.empty_filled_splitting' depends on axioms: [propext, Classical.choice, Quot.sound]
#print axioms HundCorrectedPotential.eigenvector_iff
-- 'HundCorrectedPotential.eigenvector_iff' depends on axioms: [propext, Classical.choice, Quot.sound]
```

## Notes on the proof

**Energy and derivative.** In `energy_im_eq_zero`, the local facts `key` and `key1` are the two reality statements for $\operatorname{tr}(AB)$ and $\operatorname{tr}A$. `energy_expansion` is the exact quadratic polynomial: `simp only` multiplies out the products, two uses of `trace_mul_comm` move `d` to the right, and `ring` collects the coefficients. `hasDerivAt_energy` rewrites the energy by this polynomial and differentiates it term by term at zero.

**Uniqueness.** `potential_unique` first shows that $V$, and hence $W-V$, is Hermitian. It then takes $d=W-V$ and uses the uniqueness of derivatives to equate $\operatorname{tr}(Wd)$ with $\operatorname{tr}(Vd)$. The lemma `trace_conjTranspose_mul_self_eq_zero_iff` supplies the step from $\operatorname{tr}(X^\dagger X)=0$ to $X=0$.

**Splitting.** `potential_unpolarized` is the rearrangement at equal occupations, checked by `module`. `potential_mulVec` writes the action on a vector as $\tfrac{U-J}{2}v-(U-2J)nv$, the form used in both spectral theorems. In `empty_filled_splitting`, the equations `e1` and `e2` fix the filled and empty eigenvalues, and subtracting them gives the result.

**Full spectrum.** In `eigenvector_iff`, `hp` is the eigenvalue equation after multiplication by $n$. The case split on `hp'` is the choice between $\mu=(3J-U)/2$ and $nv=0$. The hypothesis `hUJ` is used in the first case, to cancel $U-2J$ and obtain $nv=v$. The converse direction substitutes each kind of vector into the potential.

**Example.** `chiralOccupation_witness` checks entry by entry that the matrix of the example is Hermitian and idempotent, and that it fixes $(1,i)$ and annihilates $(1,-i)$. Lean uses these vectors without the factor $1/\sqrt2$, which does not affect either equation.
